# The dipolar hyperfine coupling of a 1s Slater cloud is a damped point-dipole coupling

For a unit point charge the potential at distance $R$ is $V=1/R$, and $(V''-V'/R)/3=(2/R^3+1/R^3)/3=1/R^3$; inside a uniform ball of charge $V$ is a constant minus a multiple of $R^2$, and the same expression vanishes. Up to constant factors, this expression is the spin-dipolar hyperfine coupling of a nucleus at distance $R$ from the centre of a spherical spin density, where $V$ is the potential that the density would produce as a charge cloud. A 1s Slater cloud of unit total charge, with density proportional to $e^{-2\zeta R}$ and $\zeta>0$, lies between the point charge and the ball: the expression at $R>0$ is $g(\zeta R)/R^3$, with a factor $g$ that rises strictly from 0 towards 1.

```lean
import Mathlib

open Filter Topology

namespace SlaterDipolarHyperfine

noncomputable section

/-- Electrostatic potential at distance `R ≠ 0` from the centre of a unit 1s Slater charge
cloud with exponent `ζ`, in atomic units. -/
def slaterPotential (ζ R : ℝ) : ℝ := 1 / R - Real.exp (-2 * ζ * R) * (1 / R + ζ)

/-- The 1s Slater density `ζ³ exp(-2ζR) / π`. -/
def slaterDensity (ζ R : ℝ) : ℝ := ζ ^ 3 / Real.pi * Real.exp (-2 * ζ * R)

/-- The dipolar coupling `(V'' - V'/R) / 3` of the 1s Slater potential `V`, for `R ≠ 0`. -/
def dipolarCoupling (ζ R : ℝ) : ℝ :=
  (deriv (deriv (slaterPotential ζ)) R - deriv (slaterPotential ζ) R / R) / 3

/-- The damping factor `g(x) = 1 - exp(-2x) (1 + 2x + 2x² + 4x³/3)`. -/
def damping (x : ℝ) : ℝ :=
  1 - Real.exp (-2 * x) * (1 + 2 * x + 2 * x ^ 2 + 4 / 3 * x ^ 3)

/-- The derivative of an exponential `exp(k r)` with rate `k`. -/
theorem hasDerivAt_exp_rate (k x : ℝ) :
    HasDerivAt (fun r : ℝ => Real.exp (k * r)) (Real.exp (k * x) * k) x := by
  have h := ((hasDerivAt_id' x).const_mul k).exp
  exact h.congr_deriv (by ring)

/-- The slope of the 1s Slater potential away from the centre. -/
theorem hasDerivAt_slaterPotential (ζ : ℝ) {R : ℝ} (hR : R ≠ 0) :
    HasDerivAt (slaterPotential ζ)
      (-(1 / R ^ 2) + Real.exp (-2 * ζ * R) * (1 / R ^ 2 + 2 * ζ * (1 / R) + 2 * ζ ^ 2)) R := by
  have h1 : HasDerivAt (fun r : ℝ => 1 / r) (-1 / R ^ 2) R :=
    ((hasDerivAt_const R (1 : ℝ)).fun_div (hasDerivAt_id' R) hR).congr_deriv (by ring)
  have h := h1.fun_sub ((hasDerivAt_exp_rate (-2 * ζ) R).fun_mul (h1.add_const ζ))
  exact h.congr_deriv (by ring)

/-- The second derivative of the 1s Slater potential away from the centre. -/
theorem hasDerivAt_deriv_slaterPotential (ζ : ℝ) {R : ℝ} (hR : R ≠ 0) :
    HasDerivAt (deriv (slaterPotential ζ))
      (2 / R ^ 3 - Real.exp (-2 * ζ * R) *
        (2 / R ^ 3 + 4 * ζ / R ^ 2 + 4 * ζ ^ 2 / R + 4 * ζ ^ 3)) R := by
  have h1 : HasDerivAt (fun r : ℝ => 1 / r) (-1 / R ^ 2) R :=
    ((hasDerivAt_const R (1 : ℝ)).fun_div (hasDerivAt_id' R) hR).congr_deriv (by ring)
  have h2 : HasDerivAt (fun r : ℝ => 1 / r ^ 2) (-2 / R ^ 3) R := by
    have h := h1.fun_mul h1
    have e : (fun r : ℝ => 1 / r * (1 / r)) = fun r => 1 / r ^ 2 := by
      funext r
      ring
    rw [e] at h
    exact h.congr_deriv (by ring)
  have h := h2.fun_neg.fun_add ((hasDerivAt_exp_rate (-2 * ζ) R).fun_mul
    ((h2.fun_add (h1.const_mul (2 * ζ))).add_const (2 * ζ ^ 2)))
  -- near `R` the first derivative is given by the explicit slope
  refine (h.congr_of_eventuallyEq ?_).congr_deriv (by ring)
  filter_upwards [isOpen_ne.mem_nhds hR] with r hr
  exact (hasDerivAt_slaterPotential ζ hr).deriv

/-- The 1s Slater potential and density satisfy the radial Poisson equation
`V'' + 2V'/R = -4πρ` away from the centre. -/
theorem slaterPotential_poisson (ζ : ℝ) {R : ℝ} (hR : R ≠ 0) :
    deriv (deriv (slaterPotential ζ)) R + 2 / R * deriv (slaterPotential ζ) R
      = -(4 * Real.pi * slaterDensity ζ R) := by
  have hρ : 4 * Real.pi * slaterDensity ζ R = 4 * ζ ^ 3 * Real.exp (-2 * ζ * R) := by
    have hpi := Real.pi_ne_zero
    unfold slaterDensity
    field_simp
  rw [hρ, (hasDerivAt_deriv_slaterPotential ζ hR).deriv, (hasDerivAt_slaterPotential ζ hR).deriv]
  ring

/-- The damping factor has derivative `(8/3) x³ exp(-2x)`. -/
theorem hasDerivAt_damping (x : ℝ) :
    HasDerivAt damping (8 / 3 * x ^ 3 * Real.exp (-2 * x)) x := by
  have p2 : HasDerivAt (fun y : ℝ => y ^ 2) (2 * x) x := by simpa using hasDerivAt_pow 2 x
  have p3 : HasDerivAt (fun y : ℝ => y ^ 3) (3 * x ^ 2) x := by simpa using hasDerivAt_pow 3 x
  have hp := ((((hasDerivAt_id' x).const_mul (2 : ℝ)).const_add (1 : ℝ)).fun_add
    (p2.const_mul (2 : ℝ))).fun_add (p3.const_mul (4 / 3 : ℝ))
  have h := ((hasDerivAt_exp_rate (-2) x).fun_mul hp).const_sub (1 : ℝ)
  exact h.congr_deriv (by ring)

/-- The damping factor increases strictly on `x ≥ 0`. -/
theorem damping_strictMonoOn : StrictMonoOn damping (Set.Ici 0) := by
  refine strictMonoOn_of_deriv_pos (convex_Ici 0)
    (fun x _ => (hasDerivAt_damping x).continuousAt.continuousWithinAt) (fun x hx => ?_)
  rw [interior_Ici] at hx
  have hx' : 0 < x := hx
  rw [(hasDerivAt_damping x).deriv]
  positivity

/-- The damping factor tends to the point-dipole limit `1` at large `x`. -/
theorem damping_tendsto_one : Tendsto damping atTop (𝓝 1) := by
  -- in the variable `y = 2x` the polynomial is `1 + y + y²/2 + y³/6`
  have d := Real.tendsto_pow_mul_exp_neg_atTop_nhds_zero
  have h := ((((d 0).add (d 1)).add ((d 2).const_mul (1 / 2))).add
    ((d 3).const_mul (1 / 6))).const_sub (1 : ℝ)
  rw [show (1 - (0 + 0 + 1 / 2 * 0 + 1 / 6 * 0) : ℝ) = 1 by norm_num] at h
  have hl : Tendsto (fun x : ℝ => 2 * x) atTop atTop :=
    tendsto_id.const_mul_atTop two_pos
  refine (h.comp hl).congr fun x => ?_
  simp only [Function.comp_apply, damping]
  rw [show -(2 * x) = -2 * x by ring]
  ring

/-- For `x ≥ 0` the damping factor lies between `(2/3) x⁴ exp(-2x)` and `(2/3) x⁴`. -/
theorem damping_bounds {x : ℝ} (hx : 0 ≤ x) :
    2 / 3 * x ^ 4 * Real.exp (-2 * x) ≤ damping x ∧ damping x ≤ 2 / 3 * x ^ 4 := by
  -- a function with nonnegative slope on `y > 0` does not fall below its value at `0`
  have key : ∀ f f' : ℝ → ℝ, (∀ y, HasDerivAt f (f' y) y) → (∀ y, 0 < y → 0 ≤ f' y) →
      f 0 ≤ f x := by
    intro f f' hf hp
    refine monotoneOn_of_deriv_nonneg (convex_Ici 0)
      (fun y _ => (hf y).continuousAt.continuousWithinAt)
      (fun y _ => (hf y).differentiableAt.differentiableWithinAt)
      (fun y hy => ?_) (Set.mem_Ici.2 le_rfl) (Set.mem_Ici.2 hx) hx
    rw [interior_Ici] at hy
    rw [(hf y).deriv]
    exact hp y hy
  have d0 : damping 0 = 0 := by simp [damping]
  have p4 : ∀ y : ℝ, HasDerivAt (fun y : ℝ => 2 / 3 * y ^ 4) (8 / 3 * y ^ 3) y := by
    intro y
    have h : HasDerivAt (fun y : ℝ => y ^ 4) (4 * y ^ 3) y := by simpa using hasDerivAt_pow 4 y
    exact (h.const_mul (2 / 3)).congr_deriv (by ring)
  constructor
  · have a := key (fun y => damping y - 2 / 3 * y ^ 4 * Real.exp (-2 * y))
      (fun y => 4 / 3 * y ^ 4 * Real.exp (-2 * y))
      (fun y => ((hasDerivAt_damping y).fun_sub
        ((p4 y).fun_mul (hasDerivAt_exp_rate (-2) y))).congr_deriv (by ring))
      (fun y hy => by positivity)
    simp only [d0] at a
    linarith
  · have a := key (fun y => 2 / 3 * y ^ 4 - damping y)
      (fun y => 8 / 3 * y ^ 3 * (1 - Real.exp (-2 * y)))
      (fun y => ((p4 y).fun_sub (hasDerivAt_damping y)).congr_deriv (by ring))
      (fun y hy => mul_nonneg (by positivity)
        (sub_nonneg.2 (Real.exp_le_one_iff.2 (by linarith))))
    simp only [d0] at a
    linarith

/-- The ratio `g(x)/x⁴` tends to `2/3` as `x` tends to `0` from above. -/
theorem damping_div_pow_four_tendsto :
    Tendsto (fun x => damping x / x ^ 4) (𝓝[>] 0) (𝓝 (2 / 3)) := by
  have hc : Continuous (fun x : ℝ => 2 / 3 * Real.exp (-2 * x)) := by fun_prop
  have hlow := (hc.tendsto' 0 (2 / 3) (by simp)).mono_left
    (nhdsWithin_le_nhds (s := Set.Ioi 0))
  refine tendsto_of_tendsto_of_tendsto_of_le_of_le' hlow tendsto_const_nhds ?_ ?_
  · filter_upwards [self_mem_nhdsWithin] with x hx
    have hx' : 0 < x := hx
    rw [le_div_iff₀ (by positivity)]
    linarith [(damping_bounds hx'.le).1]
  · filter_upwards [self_mem_nhdsWithin] with x hx
    have hx' : 0 < x := hx
    rw [div_le_iff₀ (by positivity)]
    exact (damping_bounds hx'.le).2

/-- The dipolar coupling of a 1s Slater cloud at distance `R` is `g(ζR)/R³`; it is positive and
strictly smaller than the point-dipole value `1/R³`. -/
theorem dipolarCoupling_eq_damped {ζ R : ℝ} (hζ : 0 < ζ) (hR : 0 < R) :
    dipolarCoupling ζ R = damping (ζ * R) / R ^ 3 ∧
      0 < dipolarCoupling ζ R ∧ dipolarCoupling ζ R < 1 / R ^ 3 := by
  have hform : dipolarCoupling ζ R = damping (ζ * R) / R ^ 3 := by
    unfold dipolarCoupling damping
    rw [(hasDerivAt_deriv_slaterPotential ζ hR.ne').deriv,
      (hasDerivAt_slaterPotential ζ hR.ne').deriv,
      show -2 * (ζ * R) = -2 * ζ * R by ring]
    generalize Real.exp (-2 * ζ * R) = E
    field_simp
    ring
  have hx : 0 < ζ * R := mul_pos hζ hR
  have hpos : 0 < damping (ζ * R) :=
    lt_of_lt_of_le (by positivity) (damping_bounds hx.le).1
  have hlt : damping (ζ * R) < 1 := by
    have h : 0 < Real.exp (-2 * (ζ * R)) *
        (1 + 2 * (ζ * R) + 2 * (ζ * R) ^ 2 + 4 / 3 * (ζ * R) ^ 3) := by positivity
    unfold damping
    linarith
  refine ⟨hform, ?_, ?_⟩
  · rw [hform]
    exact div_pos hpos (by positivity)
  · rw [hform]
    gcongr

end

end SlaterDipolarHyperfine
```

```lean
#print axioms SlaterDipolarHyperfine.damping_strictMonoOn
#print axioms SlaterDipolarHyperfine.damping_tendsto_one
#print axioms SlaterDipolarHyperfine.damping_div_pow_four_tendsto
#print axioms SlaterDipolarHyperfine.dipolarCoupling_eq_damped
```

```
'SlaterDipolarHyperfine.damping_strictMonoOn' depends on axioms: [propext, Classical.choice, Quot.sound]
'SlaterDipolarHyperfine.damping_tendsto_one' depends on axioms: [propext, Classical.choice, Quot.sound]
'SlaterDipolarHyperfine.damping_div_pow_four_tendsto' depends on axioms: [propext, Classical.choice, Quot.sound]
'SlaterDipolarHyperfine.dipolarCoupling_eq_damped' depends on axioms: [propext, Classical.choice, Quot.sound]
```

## From a potential to a hyperfine tensor

Take a nucleus at distance $R$ from the centre of a spherical electron spin density $\rho$ normalised to one. The spin-dipolar interaction is governed by the traceless part of the second derivatives of the potential $V$ that $\rho$ would produce as a charge density. With $n$ the unit vector from the centre to the nucleus,

$$\partial_i\partial_j V = V''\,n_in_j+\frac{V'}{R}(\delta_{ij}-n_in_j).$$

Subtracting one third of the trace leaves

$$\frac{V''-V'/R}{3}\,(3n_in_j-\delta_{ij}).$$

The scalar in front is `dipolarCoupling`. Magnetic moments and unit factors are left out, so a point dipole has the value $1/R^3$. The trace that was removed is $-4\pi\rho$ at the nucleus. The isotropic contact coupling is a separate term, also proportional to that density, and is not treated here.

In the file, `slaterPotential` and `slaterDensity` are explicit real functions in atomic units, and `dipolarCoupling` is built from Lean's `deriv`, not from a formula inserted by hand. The tensor reduction above is the physical reading of that scalar. `damping` is $g$, a function of the dimensionless distance $x=\zeta R$.

The main theorem, `dipolarCoupling_eq_damped`, assumes $\zeta>0$ and $R>0$. It states the closed form and the strict bounds $0<g(\zeta R)/R^3<1/R^3$. Three further theorems describe $g$: `damping_strictMonoOn` gives strict increase on $[0,\infty)$, `damping_tendsto_one` gives the limit 1 at infinity, and `damping_div_pow_four_tendsto` gives $g(x)/x^4\to 2/3$ as $x$ approaches 0 from above.

For a spin density that is the square of a single normalised 1s Slater orbital, $g$ is thus the ratio of the spin-dipolar coupling to its point-dipole estimate $1/R^3$, and the estimate is too large by the fraction $1-g$ of its own value. Molecular spin densities with several centres, overlap terms or p character need more than this factor.

## Differentiating the potential

Write $E=e^{-2\zeta R}$, so that $V=1/R-E(1/R+\zeta)$. The product rule gives

$$V'=-\frac1{R^2}+E\left(\frac1{R^2}+\frac{2\zeta}{R}+2\zeta^2\right),$$

$$V''=\frac2{R^3}-E\left(\frac2{R^3}+\frac{4\zeta}{R^2}+\frac{4\zeta^2}{R}+4\zeta^3\right).$$

These are `hasDerivAt_slaterPotential` and `hasDerivAt_deriv_slaterPotential`, both for $R\neq0$. The second needs some care, because the function being differentiated is `deriv (slaterPotential ζ)`, which is known to equal the explicit slope only away from the origin. Since $R\neq0$, the two agree in a whole neighbourhood of $R$, and `congr_of_eventuallyEq` transfers the derivative.

In $V''+2V'/R$ everything cancels except $-4\zeta^3E$. With $\rho=\zeta^3E/\pi$ this is $-4\pi\rho$, the radial Poisson equation proved in `slaterPotential_poisson`. It ties the potential to the 1s density up to an added $a+b/R$ with constants $a$ and $b$; decay at infinity and a finite value at the centre exclude that addition.

The coupling follows by subtraction:

$$\frac{V''-V'/R}{3}=\frac1{R^3}-E\left(\frac1{R^3}+\frac{2\zeta}{R^2}+\frac{2\zeta^2}{R}+\frac{4\zeta^3}{3}\right)=\frac{g(\zeta R)}{R^3},$$

$$g(x)=1-e^{-2x}\left(1+2x+2x^2+\tfrac43x^3\right).$$

The main theorem does the same. It inserts the two derivatives, replaces the exponential by a single letter with `generalize`, and leaves the algebra to `field_simp` and `ring`.

## Why the damping factor rises from 0 to 1

Differentiating $g$, the terms of lower order cancel:

$$g'(x)=e^{-2x}\left[2\left(1+2x+2x^2+\tfrac43x^3\right)-(2+4x+4x^2)\right]=\tfrac83x^3e^{-2x}.$$

This is `hasDerivAt_damping`. The slope is positive for $x>0$, and $g$ is continuous, so it increases strictly on $[0,\infty)$, starting from $g(0)=0$.

For large $x$, put $y=2x$. Then

$$g=1-e^{-y}\left(1+y+\frac{y^2}{2}+\frac{y^3}{6}\right),$$

and each of $e^{-y}$, $ye^{-y}$, $y^2e^{-y}$ and $y^3e^{-y}$ tends to 0. `damping_tendsto_one` adds up these four limits and composes the result with $x\mapsto2x$.

## Close to the centre

For small $x$ the file compares slopes instead of expanding a series. The theorem `damping_bounds` states, for $x\ge0$,

$$\tfrac23x^4e^{-2x}\le g(x)\le\tfrac23x^4.$$

Both differences vanish at $x=0$, and their derivatives are nonnegative for $x>0$:

$$\left(g-\tfrac23x^4e^{-2x}\right)'=\tfrac43x^4e^{-2x},\qquad \left(\tfrac23x^4-g\right)'=\tfrac83x^3(1-e^{-2x}).$$

The local statement `key` turns each such pair of facts into an inequality. Dividing by $x^4$ for $x>0$ squeezes $g(x)/x^4$ between $\tfrac23e^{-2x}$ and $\tfrac23$, which proves the limit.

In terms of the coupling, $g(\zeta R)/R^3$ behaves as $\tfrac23\zeta^4R$ when $R\to0^+$. It goes to zero linearly, where the point-dipole value diverges. This is the uniform ball again: near its centre the cloud is almost uniform, and a uniform density contributes nothing to the coupling.

The lower bound also shows that $g(\zeta R)>0$ for $\zeta R>0$. The upper bound $g(\zeta R)<1$ is visible in the definition, which subtracts a positive quantity from 1. Dividing both by $R^3$ gives the strict inequalities in the main theorem.
